# The discrete Gelfand–Yaglom determinant with its zero mode removed

Let $a_1,a_2,\dots$ be real numbers. The **shooting solution** is defined by

$$y_0=0,\qquad y_1=1,\qquad y_{k+1}=a_k y_k-y_{k-1}\quad(k\ge 1).$$

The fluctuation matrix $A$ is the real $N\times N$ tridiagonal matrix with diagonal $a_1,\dots,a_N$ and off-diagonals $-1$. Write $y_k(\mu)$ for the shooting solution with every $a_j$ replaced by $a_j-\mu$, so $y_k=y_k(0)$.

Such a matrix arises for one particle of mass $m$ in a potential $V$, on a Euclidean path $x_k$ with fixed ends and time step $\varepsilon$. The second variation of the discretised action is $(m/\varepsilon)A$, with $a_k=2+\varepsilon^2V''(x_k)/m$. For this one-dimensional, finite-grid model, the results below evaluate $\det A$ and, when $y_{N+1}=0$, the product of the eigenvalues of $A$ that remains after its single zero eigenvalue is left out. In a semiclassical prefactor, the corresponding determinant of the second variation carries a further factor $m/\varepsilon$ for each eigenvalue kept. Closed (periodic) paths would add corner entries and are not covered. No limit $\varepsilon\to0$ is taken, so these are lattice identities, not the theorem for differential operators.

In Lean, `shoot a k` is $y_k$ and `fluct a N` is $A$. The type `Fin N` counts from 0, so index `i` is slice $i+1$. The value `a 0` is never used.

```lean
import Mathlib

open Matrix Finset

namespace InstantonZeroMode

noncomputable section

/-- The shooting solution `y` with `y 0 = 0`, `y 1 = 1` and
`y (k+1) = a k * y k - y (k-1)`. -/
def shoot (a : ℕ → ℝ) : ℕ → ℝ
  | 0 => 0
  | 1 => 1
  | k + 2 => a (k + 1) * shoot a (k + 1) - shoot a k

/-- The fluctuation matrix on `N` time slices: diagonal `a 1, …, a N`, and `-1` between
neighbouring slices. -/
def fluct (a : ℕ → ℝ) (N : ℕ) : Matrix (Fin N) (Fin N) ℝ :=
  Matrix.of fun i j =>
    if (i : ℕ) = j then a (i + 1)
    else if (i : ℕ) + 1 = j ∨ (j : ℕ) + 1 = i then -1 else 0
```

## (a) Removing slices from the front

Let $y'$ and $y''$ be the shooting solutions for the sequences $a_{k+1}$ and $a_{k+2}$. Show that

$$y_{n+2}=a_1y'_{n+1}-y''_n .$$

**Solution.** For $n=0$ both sides are $a_1$; for $n=1$ both are $a_1a_2-1$. If the identity holds for $n$ and $n+1$, then

$$\begin{aligned}y_{n+4}&=a_{n+3}y_{n+3}-y_{n+2}\\&=a_1(a_{n+3}y'_{n+2}-y'_{n+1})-(a_{n+3}y''_{n+1}-y''_n)\\&=a_1y'_{n+3}-y''_{n+2}.\end{aligned}$$

The final `linear_combination` is this calculation.

```lean
/-- The shooting solution also obeys a recursion that removes slices from the front. -/
theorem shoot_front (a : ℕ → ℝ) : ∀ n, shoot a (n + 2) =
    a 1 * shoot (fun k => a (k + 1)) (n + 1) - shoot (fun k => a (k + 2)) n
  | 0 => by simp [shoot]
  | 1 => by simp [shoot]; ring
  | n + 2 => by
    have h1 := shoot_front a n
    have h2 : shoot a (n + 3) = a 1 * shoot (fun k => a (k + 1)) (n + 2)
      - shoot (fun k => a (k + 2)) (n + 1) := shoot_front a (n + 1)
    have e0 : shoot a (n + 4) = a (n + 3) * shoot a (n + 3) - shoot a (n + 2) := rfl
    have e1 : shoot (fun k => a (k + 1)) (n + 3) = a (n + 3) * shoot (fun k => a (k + 1)) (n + 2)
      - shoot (fun k => a (k + 1)) (n + 1) := rfl
    have e2 : shoot (fun k => a (k + 2)) (n + 2) = a (n + 3) * shoot (fun k => a (k + 2)) (n + 1)
      - shoot (fun k => a (k + 2)) n := rfl
    change shoot a (n + 4) = a 1 * shoot (fun k => a (k + 1)) (n + 3)
      - shoot (fun k => a (k + 2)) (n + 2)
    linear_combination e0 + a (n + 3) * h2 - h1 - a 1 * e1 + e2
```

## (b) The determinant by shooting

Show that, for every $N\ge0$,

$$\det A=y_{N+1}.$$

**Solution.** For $N=0$ the empty determinant is $1=y_1$; for $N=1$ it is $a_1=y_2$. For size $N+2$, expand along the first row. The entry $a_1$ multiplies the determinant of the matrix without slice 1, which is $y'_{N+2}$ by induction. The entry $-1$ has cofactor sign $-1$, so it contributes plus its minor. The first column of that minor is $(-1,0,\dots,0)$, so the minor equals minus the determinant without slices 1 and 2, namely $-y''_{N+1}$. The total is $a_1y'_{N+2}-y''_{N+1}=y_{N+3}$ by (a).

In the code, `e0` and `e` identify the two smaller matrices, and `hm` evaluates the second minor.

```lean
/-- The determinant of the fluctuation matrix is the shooting solution one step past the
last slice. -/
theorem det_fluct : ∀ (N : ℕ) (a : ℕ → ℝ), (fluct a N).det = shoot a (N + 1)
  | 0, a => by simp [shoot]
  | 1, a => by simp [fluct, shoot]
  | N + 2, a => by
    have h1 := det_fluct (N + 1) (fun k => a (k + 1))
    have h2 := det_fluct N (fun k => a (k + 2))
    have h3 : shoot a (N + 2 + 1) = _ := shoot_front a (N + 1)
    have z0 : fluct a (N + 2) 0 0 = a 1 := by simp [fluct]
    have z1 : fluct a (N + 2) 0 (Fin.succ 0) = -1 := by simp [fluct]
    have e0 : (fluct a (N + 2)).submatrix Fin.succ (Fin.succAbove 0)
        = fluct (fun k => a (k + 1)) (N + 1) := by
      ext i j
      simp only [submatrix_apply, Fin.succAbove_zero, fluct, of_apply, Fin.val_succ]
      split_ifs <;> first | omega | rfl
    -- the second minor is expanded once more, along its first column
    have hm : ((fluct a (N + 2)).submatrix Fin.succ
        (Fin.succAbove (Fin.succ (0 : Fin (N + 1))))).det
        = -(fluct (fun k => a (k + 2)) N).det := by
      have e : ((fluct a (N + 2)).submatrix Fin.succ
          (Fin.succAbove (Fin.succ (0 : Fin (N + 1))))).submatrix (Fin.succAbove 0) Fin.succ
          = fluct (fun k => a (k + 2)) N := by
        ext i j
        simp only [submatrix_apply, Fin.succAbove_zero, Fin.succ_succAbove_succ, fluct,
          of_apply, Fin.val_succ]
        split_ifs <;> first | omega | rfl
      rw [det_succ_column_zero, Fin.sum_univ_succ, Finset.sum_eq_zero, e]
      · simp [fluct, submatrix_apply]
      · intro i _
        simp [fluct, submatrix_apply]
    rw [det_succ_row_zero, Fin.sum_univ_succ, Fin.sum_univ_succ, Finset.sum_eq_zero,
      z0, z1, e0, hm, h1, h2, h3]
    · simp only [Fin.val_succ, Fin.val_zero, pow_zero, zero_add, pow_one]
      ring
    · intro j _
      simp [fluct]
```

## (c) No two consecutive zeros

Show that

$$y_{n+1}=0\ \Longrightarrow\ y_n\neq0 .$$

**Solution.** For $n=0$ the premise fails, since $y_1=1$. If $y_{n+2}=y_{n+1}=0$, the recursion gives $y_n=0$, so the pair of zeros moves back one step, which the induction hypothesis excludes.

```lean
/-- The shooting solution never vanishes at two consecutive slices. -/
theorem shoot_ne_zero (a : ℕ → ℝ) (n : ℕ) (h : shoot a (n + 1) = 0) : shoot a n ≠ 0 := by
  induction n with
  | zero => simp [shoot] at h
  | succ n ih =>
    intro h0
    have e : shoot a (n + 1 + 1) = a (n + 1) * shoot a (n + 1) - shoot a n := rfl
    exact ih h0 (by rw [h, h0] at e; linarith)
```

## (d) The zero mode itself

Assume $y_{N+1}=0$. Show that

$$A\,(y_1,\dots,y_N)^{T}=0 .$$

**Solution.** An interior row $k$ gives $-y_{k-1}+a_ky_k-y_{k+1}=0$. The first row lacks the term $y_0$ and the last lacks $y_{N+1}$, but both are zero.

The statement `key` splits each matrix row into its three terms; `s2` and `s3` treat the right and left neighbours, including the missing ones.

```lean
/-- If the shooting solution vanishes one step past the last slice, the fluctuation matrix
annihilates it. -/
theorem fluct_mulVec_shoot (a : ℕ → ℝ) (N : ℕ) (h : shoot a (N + 1) = 0) :
    fluct a N *ᵥ (fun i => shoot a (i + 1)) = 0 := by
  ext ⟨i, hi⟩
  have key : ∀ j : ℕ, (if i = j then a (i + 1) else if i + 1 = j ∨ j + 1 = i then -1 else 0)
      * shoot a (j + 1) = (if j = i then a (i + 1) * shoot a (i + 1) else 0)
        - (if j = i + 1 then shoot a (i + 2) else 0) - (if j + 1 = i then shoot a i else 0) := by
    intro j
    rcases eq_or_ne j i with rfl | h1
    · simp
    rcases eq_or_ne j (i + 1) with rfl | h2
    · simp [show ¬ (i + 1 + 1 = i) by omega]
    rcases eq_or_ne (j + 1) i with rfl | h3
    · simp [show ¬ (j = j + 1 + 1) by omega]
    simp [h1, h2, h3, h1.symm, h2.symm]
  have s2 : ∑ j ∈ range N, (if j = i + 1 then shoot a (i + 2) else 0) = shoot a (i + 2) := by
    rw [Finset.sum_ite_eq']
    split_ifs with hc
    · rfl
    · have : i + 1 = N := by rw [Finset.mem_range] at hc; omega
      subst this
      exact h.symm
  have s3 : ∑ j ∈ range N, (if j + 1 = i then shoot a i else 0) = shoot a i := by
    cases i with
    | zero => simp [shoot]
    | succ m =>
      simp only [Nat.add_right_cancel_iff]
      rw [Finset.sum_ite_eq', if_pos (Finset.mem_range.mpr (by omega))]
  have e : shoot a (i + 2) = a (i + 1) * shoot a (i + 1) - shoot a i := rfl
  change ∑ j : Fin N, (if i = (j : ℕ) then a (i + 1) else
    if i + 1 = (j : ℕ) ∨ (j : ℕ) + 1 = i then -1 else 0) * shoot a ((j : ℕ) + 1) = 0
  rw [Finset.sum_congr rfl (fun (j : Fin N) _ => key j),
    Fin.sum_univ_eq_sum_range (fun j : ℕ => (if j = i then a (i + 1) * shoot a (i + 1) else 0)
      - (if j = i + 1 then shoot a (i + 2) else 0) - (if j + 1 = i then shoot a i else 0)) N,
    Finset.sum_sub_distrib, Finset.sum_sub_distrib, s2, s3, Finset.sum_ite_eq',
    if_pos (Finset.mem_range.mpr hi), e]
  ring
```

## (e) A discrete Wronskian

Show that

$$y_{n+1}(\mu)\,y_n-y_n(\mu)\,y_{n+1}=-\mu\sum_{k=1}^{n}y_k(\mu)\,y_k .$$

**Solution.** Call the left side $W_n$. Then $W_0=0$, and inserting both recursions gives

$$\begin{aligned}W_{n+1}&=[(a_{n+1}-\mu)y_{n+1}(\mu)-y_n(\mu)]\,y_{n+1}-y_{n+1}(\mu)\,[a_{n+1}y_{n+1}-y_n]\\&=W_n-\mu\,y_{n+1}(\mu)\,y_{n+1}.\end{aligned}$$

Lean's sum over `range n` runs from 0, hence the shifted argument `k + 1`.

```lean
/-- Discrete Wronskian identity between the shooting solutions at spectral parameter `μ`
and at zero. -/
theorem wronskian (a : ℕ → ℝ) (μ : ℝ) (n : ℕ) :
    shoot (fun j => a j - μ) (n + 1) * shoot a n - shoot (fun j => a j - μ) n * shoot a (n + 1)
      = -μ * ∑ k ∈ range n, shoot (fun j => a j - μ) (k + 1) * shoot a (k + 1) := by
  induction n with
  | zero => simp [shoot]
  | succ n ih =>
    have e1 : shoot (fun j => a j - μ) (n + 1 + 1) = (a (n + 1) - μ)
      * shoot (fun j => a j - μ) (n + 1) - shoot (fun j => a j - μ) n := rfl
    have e2 : shoot a (n + 1 + 1) = a (n + 1) * shoot a (n + 1) - shoot a n := rfl
    rw [Finset.sum_range_succ]
    linear_combination ih + shoot a (n + 1) * e1 - shoot (fun j => a j - μ) (n + 1) * e2
```

## (f) Continuity in the spectral parameter

Show that, for every $k$ and every real $\mu_0$,

$$\lim_{\mu\to\mu_0}y_k(\mu)=y_k(\mu_0).$$

**Solution.** $y_0$ and $y_1$ are constant, and the recursion uses only products and differences of continuous functions.

```lean
/-- The shooting solution depends continuously on the spectral parameter. -/
theorem continuous_shoot (a : ℕ → ℝ) : ∀ k, Continuous fun μ : ℝ => shoot (fun j => a j - μ) k
  | 0 => continuous_const
  | 1 => continuous_const
  | k + 2 => ((continuous_const.sub continuous_id).mul (continuous_shoot a (k + 1))).sub
      (continuous_shoot a k)
```

## (g) Differentiating a product with $\mu$

For continuous $g:\mathbb R\to\mathbb R$, show that

$$\left.\frac{d}{d\mu}\bigl[\mu\,g(\mu)\bigr]\right|_{\mu=0}=g(0).$$

**Solution.** For $\mu\ne0$ the difference quotient at zero is $g(\mu)$, which tends to $g(0)$. Differentiability of $g$ is not needed.

```lean
private theorem hasDerivAt_mul_zero (g : ℝ → ℝ) (hg : Continuous g) :
    HasDerivAt (fun μ => μ * g μ) (g 0) 0 := by
  rw [hasDerivAt_iff_tendsto_slope]
  refine (hg.continuousAt.tendsto.mono_left nhdsWithin_le_nhds).congr' ?_
  filter_upwards [self_mem_nhdsWithin] with μ hμ
  have h0 : μ ≠ 0 := hμ
  rw [slope_def_field]
  field_simp
  simp
```

## (h) The slope of the determinant

Assume $y_{N+1}=0$. Show that $y_N\ne0$ and

$$\left.\frac{d}{d\mu}\det(A-\mu)\right|_{\mu=0}=-\frac{1}{y_N}\sum_{k=1}^{N}y_k^2 .$$

**Solution.** Part (c) gives $y_N\neq0$. Subtracting $\mu$ from the diagonal replaces $a_k$ by $a_k-\mu$, so (b) gives $\det(A-\mu)=y_{N+1}(\mu)$. Setting $n=N$ in (e) removes the second term on the left:

$$\det(A-\mu)=\mu\left[-\frac{1}{y_N}\sum_{k=1}^{N}y_k(\mu)\,y_k\right].$$

The bracket is continuous by (f), and (g) gives its value at $\mu=0$ as the derivative. In the code, `hf` is the displayed factorisation and `hc` the continuity.

The hypothesis $y_{N+1}=0$ stands for an exact zero mode. It is assumed here, not derived from time-translation symmetry, which a grid with fixed ends generally breaks.

```lean
/-- For the fluctuation matrix `A` on `N` slices: if `y (N+1) = 0`, then `y N ≠ 0` and `det (A - μ)`
has derivative `-(∑ y k ^ 2) / y N` at `μ = 0`, the sum running over the slices. -/
theorem zero_mode_derivative (a : ℕ → ℝ) (N : ℕ) (h : shoot a (N + 1) = 0) :
    shoot a N ≠ 0 ∧
    HasDerivAt (fun μ : ℝ => (fluct a N - μ • (1 : Matrix (Fin N) (Fin N) ℝ)).det)
      (-((∑ k ∈ range N, shoot a (k + 1) ^ 2) / shoot a N)) 0 := by
  have hN := shoot_ne_zero a N h
  refine ⟨hN, ?_⟩
  have hc : Continuous fun μ : ℝ =>
      -((∑ k ∈ range N, shoot (fun j => a j - μ) (k + 1) * shoot a (k + 1)) / shoot a N) :=
    ((continuous_finsetSum _ fun k _ =>
      (continuous_shoot a (k + 1)).mul continuous_const).div_const _).neg
  -- the Wronskian identity extracts the factor `μ` from the determinant
  have hf : (fun μ : ℝ => (fluct a N - μ • (1 : Matrix (Fin N) (Fin N) ℝ)).det) = fun μ =>
      μ * -((∑ k ∈ range N, shoot (fun j => a j - μ) (k + 1) * shoot a (k + 1)) / shoot a N) := by
    funext μ
    have hs : fluct a N - μ • (1 : Matrix (Fin N) (Fin N) ℝ) = fluct (fun j => a j - μ) N := by
      ext i j
      simp only [Matrix.sub_apply, Matrix.smul_apply, Matrix.one_apply, fluct, of_apply,
        Fin.ext_iff, smul_eq_mul]
      split_ifs <;> simp
    have w := wronskian a μ N
    rw [h, mul_zero, sub_zero] at w
    rw [hs, det_fluct, eq_div_of_mul_eq hN w]
    ring
  rw [hf]
  refine (hasDerivAt_mul_zero _ hc).congr_deriv ?_
  simp only [sub_zero, pow_two]
```

## (i) Real eigenvalues

Show that

$$A^\dagger=A .$$

**Solution.** The entries are real, and the rule for neighbouring slices is symmetric in the two indices. This gives access to Mathlib's `eigenvalues`, a list of $N$ real numbers $\lambda_i$ repeated according to multiplicity.

```lean
/-- The fluctuation matrix is Hermitian. -/
theorem fluct_isHermitian (a : ℕ → ℝ) (N : ℕ) : (fluct a N).IsHermitian := by
  ext i j
  simp only [conjTranspose_apply, fluct, of_apply, star_trivial]
  by_cases h : (i : ℕ) = j
  · have : i = j := Fin.ext h
    subst this
    rfl
  · split_ifs <;> first | omega | rfl
```

## (j) The reduced determinant

Assume $y_{N+1}=0$. Show that exactly one eigenvalue $\lambda_{i_0}$ in the list vanishes, and

$$\prod_{i\ne i_0}\lambda_i=\frac{1}{y_N}\sum_{k=1}^{N}y_k^2 .$$

**Solution.** Factor $\det(A-\mu)=\prod_i(\lambda_i-\mu)$. At $\mu=0$ this is $y_{N+1}=0$, so some $\lambda_{i_0}=0$. Hence

$$\det(A-\mu)=-\mu\prod_{i\ne i_0}(\lambda_i-\mu),$$

whose derivative at zero is $-\prod_{i\neq i_0}\lambda_i$ by (g). Comparison with (h) gives the formula. Its right side is nonzero because the sum contains $y_1^2=1$, so no other eigenvalue vanishes.

Here `hp` is the factorisation, obtained from the characteristic polynomial, `hu` equates the two derivatives, and `hpos` is the positivity of the sum.

The vector $y$ is not normalised. With $u_k=y_k/\sqrt{\sum_j y_j^2}$, the reduced determinant reads $1/(u_1u_N)$.

**Smallest cases.** For $N=0$ the hypothesis fails, since $y_1=1$. For $N=1$ it forces $a_1=0$, and both sides equal 1, the left being an empty product. For $N=2$ it reads $a_1a_2=1$, and the formula gives $(1+a_1^2)/a_1=a_1+a_2$, the trace, as it should when the other eigenvalue is zero.

```lean
/-- If `y (N+1) = 0`, exactly one eigenvalue in the list of eigenvalues of the fluctuation
matrix is zero, and the product of all the others is `(∑ y k ^ 2) / y N`. -/
theorem reduced_determinant (a : ℕ → ℝ) (N : ℕ) (h : shoot a (N + 1) = 0) :
    ∃ i₀, (fluct_isHermitian a N).eigenvalues i₀ = 0 ∧
      (∀ i, i ≠ i₀ → (fluct_isHermitian a N).eigenvalues i ≠ 0) ∧
      ∏ i ∈ univ.erase i₀, (fluct_isHermitian a N).eigenvalues i
        = (∑ k ∈ range N, shoot a (k + 1) ^ 2) / shoot a N := by
  obtain ⟨hN, hd⟩ := zero_mode_derivative a N h
  set ev := (fluct_isHermitian a N).eigenvalues with hev
  have hp : ∀ μ : ℝ, (fluct a N - μ • (1 : Matrix (Fin N) (Fin N) ℝ)).det
      = ∏ i, (ev i - μ) := by
    intro μ
    have e1 : fluct a N - μ • (1 : Matrix (Fin N) (Fin N) ℝ)
        = -(Matrix.scalar (Fin N) μ - fluct a N) := by
      rw [neg_sub, Matrix.scalar_apply, Matrix.smul_one_eq_diagonal]
    have e2 : ∏ i, (ev i - μ) = ∏ i, (-1) * (μ - ev i) :=
      Finset.prod_congr rfl fun i _ => by ring
    rw [e1, Matrix.det_neg, ← Matrix.eval_charpoly, (fluct_isHermitian a N).charpoly_eq,
      Polynomial.eval_prod, e2, Finset.prod_mul_distrib, Finset.prod_const, Finset.card_univ]
    simp [hev]
  have h0 : ∏ i, ev i = 0 := by
    have := hp 0
    simp only [zero_smul, sub_zero] at this
    rw [← this, det_fluct, h]
  obtain ⟨i₀, -, hi⟩ := Finset.prod_eq_zero_iff.mp h0
  -- differentiate the factorised determinant and compare
  have hf : (fun μ : ℝ => (fluct a N - μ • (1 : Matrix (Fin N) (Fin N) ℝ)).det)
      = fun μ => μ * -(∏ i ∈ univ.erase i₀, (ev i - μ)) := by
    funext μ
    rw [hp, ← Finset.mul_prod_erase univ (fun i => ev i - μ) (Finset.mem_univ i₀), hi]
    ring
  have hc : Continuous fun μ : ℝ => -(∏ i ∈ univ.erase i₀, (ev i - μ)) :=
    (continuous_finsetProd _ fun i _ => continuous_const.sub continuous_id).neg
  rw [hf] at hd
  have hu := (hasDerivAt_mul_zero _ hc).unique hd
  simp only [sub_zero, neg_inj] at hu
  have hpos : 0 < ∑ k ∈ range N, shoot a (k + 1) ^ 2 := by
    have hN0 : 0 < N := by
      rcases Nat.eq_zero_or_pos N with rfl | hp
      · exact absurd rfl hN
      · exact hp
    exact Finset.sum_pos' (fun k _ => sq_nonneg _)
      ⟨0, Finset.mem_range.mpr hN0, by simp [shoot]⟩
  refine ⟨i₀, hi, fun i hne => ?_, hu⟩
  have hprod : ∏ i ∈ univ.erase i₀, ev i ≠ 0 := by
    rw [hu]
    exact div_ne_zero hpos.ne' hN
  exact Finset.prod_ne_zero_iff.mp hprod i (Finset.mem_erase.mpr ⟨hne, Finset.mem_univ i⟩)

end

end InstantonZeroMode
```

```lean
#print axioms InstantonZeroMode.fluct_mulVec_shoot
#print axioms InstantonZeroMode.zero_mode_derivative
#print axioms InstantonZeroMode.reduced_determinant
```

```
'InstantonZeroMode.fluct_mulVec_shoot' depends on axioms: [propext, Classical.choice, Quot.sound]
'InstantonZeroMode.zero_mode_derivative' depends on axioms: [propext, Classical.choice, Quot.sound]
'InstantonZeroMode.reduced_determinant' depends on axioms: [propext, Classical.choice, Quot.sound]
```
